# A fixed Gaussian contraction misses the linear nuclear-size reduction of the Darwin term as the nucleus shrinks

## The Darwin term of a spread-out nuclear charge

The Darwin term is the contact part of the leading relativistic correction to an electron's energy. In atomic units, with \(c_0\) the speed of light and \(V\) the potential energy, its operator is \(\nabla^2V/(8c_0^2)\). For a nucleus of charge \(Z\) with normalised charge distribution \(\rho\), Poisson's equation gives \(\nabla^2V=4\pi Z\rho\), so a normalised orbital \(\varphi\) has the expectation value

\[
E_D=\frac{\pi Z}{2c_0^2}\int\rho\,|\varphi|^2 .
\]

A point nucleus samples the density at the origin only. A finite nucleus samples it over a small region, where the density of an s orbital with a cusp is lower. The question is how fast this loss disappears as the nucleus shrinks.

The nucleus is modelled by finitely many concentric shells. Shell \(i\) carries the charge fraction \(w_i\) and has radius \(Rr_i\), where \(R\) is a common length scale and \(r_i\) is a pure number. The orbital is real and radial, and the same orbital is used for the point nucleus and the finite one. This last step separates the model from a real atom: an orbital recomputed in the potential of the spread-out charge also changes near the nucleus, at the same order in \(R\).

In the code, `ι` labels the shells and `κ` the Gaussian primitives. The latter is not the relativistic quantum number of that name.

In Lean 4 with Mathlib:

```lean
import Mathlib

open Filter Topology

namespace DarwinFiniteNucleus

noncomputable section

variable {ι κ : Type*} [Fintype ι] [Fintype κ]
```

On a shell a radial density is constant, so the integral becomes a sum. The fractional loss relative to the point nucleus is

\[
D_\varphi(R)=1-\frac{\sum_i w_i\,\varphi(Rr_i)^2}{\varphi(0)^2}.
\]

The prefactor and the normalisation of \(\varphi\) cancel, so unnormalised orbitals may be used.

```lean
/-- Fractional reduction of the Darwin term when a point nucleus is replaced by charge
fractions `w i` on shells of radius `R * r i`, for a radial orbital `φ` with `φ 0 ≠ 0`. -/
def darwinReduction (φ : ℝ → ℝ) (w r : ι → ℝ) (R : ℝ) : ℝ :=
  1 - (∑ i, w i * φ (R * r i) ^ 2) / φ 0 ^ 2
```

A contracted s-type Gaussian is

\[
\chi(x)=\sum_k c_k e^{-\alpha_k x^2},
\]

with \(x\) the distance from the nucleus. The \(c_k\) multiply unnormalised primitives. If a basis set lists coefficients \(d_k\) for normalised primitives, then \(c_k=d_k(2\alpha_k/\pi)^{3/4}\).

```lean
/-- A contracted s-type Gaussian orbital with coefficients `c k` and exponents `α k`. -/
def gaussianOrbital (c α : κ → ℝ) (x : ℝ) : ℝ :=
  ∑ k, c k * Real.exp (-α k * x ^ 2)
```

## The first power in the orbital sets the power of the nuclear size

Suppose the orbital depends on distance through \(x^p\), so that \(\varphi(x)=g(x^p)\) with \(p\ge1\), \(g(0)\neq0\) and right derivative \(g'\) at zero. Put \(s=R^p\). The reduction is then

\[
F(s)=1-\frac{1}{g(0)^2}\sum_i w_i\,g(s\,r_i^p)^2 .
\]

Since \(\sum_iw_i=1\), \(F(0)=0\). The chain rule gives the right derivative

\[
F'(0^+)=-\frac{1}{g(0)^2}\sum_i w_i\,2g(0)\,g'\,r_i^p=-\frac{2g'}{g(0)}\sum_i w_i r_i^p .
\]

The quotient \(D_\varphi(R)/R^p\) equals \((F(s)-F(0))/s\), and \(s\to0^+\) when \(R\to0^+\). Hence

\[
\lim_{R\to0^+}\frac{D_\varphi(R)}{R^p}=-\frac{2g'}{g(0)}\sum_i w_i r_i^p .
\]

In the theorem, `HasDerivWithinAt g g' (Set.Ici 0) 0` is the right derivative, and `𝓝[>] 0` lets \(R\) approach zero through positive values. The weights need only sum to one; their signs play no part here.

The proof first differentiates each shell's term (`hi`). Nonnegative radii keep the argument \(s\,r_i^p\) in the region where the right derivative applies, which is the content of `hm`. The sum is then differentiated (`hF`), the derivative is restated as a limit of slopes (`hs`), and \(s=R^p\) is substituted by means of `hpow`.

```lean
/-- Let the orbital be `g (x ^ p)` with `p ≠ 0`, `g 0 ≠ 0` and `g` differentiable from the right at
zero. For charge fractions of sum one at nonnegative radii, the Darwin reduction divided by `R ^ p`
tends to `-2 g' / g 0` times the `p`-th radial moment of the charge as `R → 0+`. -/
theorem reduction_power_law {w r : ι → ℝ} {g : ℝ → ℝ} {g' : ℝ} {p : ℕ}
    (hg : HasDerivWithinAt g g' (Set.Ici 0) 0) (h0 : g 0 ≠ 0) (hp : p ≠ 0)
    (hw : ∑ i, w i = 1) (hr : ∀ i, 0 ≤ r i) :
    Tendsto (fun R => darwinReduction (fun x => g (x ^ p)) w r R / R ^ p)
      (𝓝[>] 0) (𝓝 (-2 * g' / g 0 * ∑ i, w i * r i ^ p)) := by
  -- each shell's term, as a function of `s = R ^ p`, has a right derivative at `s = 0`
  have hi : ∀ i ∈ Finset.univ, HasDerivWithinAt (fun s => w i * g (s * r i ^ p) ^ 2)
      (w i * (2 * g 0 * (g' * r i ^ p))) (Set.Ioi 0) 0 := by
    intro i _
    have hl : HasDerivWithinAt (fun s : ℝ => s * r i ^ p) (r i ^ p) (Set.Ioi 0) 0 :=
      (hasDerivAt_mul_const (r i ^ p)).hasDerivWithinAt
    have hg2 : HasDerivWithinAt g g' (Set.Ici 0) ((fun s : ℝ => s * r i ^ p) 0) := by
      simpa using hg
    have hm : Set.MapsTo (fun s : ℝ => s * r i ^ p) (Set.Ioi 0) (Set.Ici 0) := by
      intro s hs
      exact Set.mem_Ici.2 (mul_nonneg (le_of_lt (Set.mem_Ioi.1 hs)) (pow_nonneg (hr i) p))
    have hc := hg2.comp (0 : ℝ) hl hm
    have e : (fun s => w i * g (s * r i ^ p) ^ 2) =
        fun s => w i * (g (s * r i ^ p) * g (s * r i ^ p)) := by
      funext s
      ring
    rw [e]
    refine ((hc.mul hc).const_mul (w i)).congr_deriv ?_
    simp only [Function.comp_apply, zero_mul]
    ring
  have hF := ((HasDerivWithinAt.fun_sum hi).div_const (g 0 ^ 2)).const_sub 1
  have hs := (hasDerivWithinAt_iff_tendsto_slope' (by simp)).1 hF
  have hpow : Tendsto (fun R : ℝ => R ^ p) (𝓝[>] 0) (𝓝[>] 0) := by
    refine tendsto_nhdsWithin_iff.2 ⟨?_, ?_⟩
    · have h : Tendsto (fun R : ℝ => R ^ p) (𝓝 0) (𝓝 0) := by
        simpa only [zero_pow hp] using (continuous_pow p).tendsto (0 : ℝ)
      exact h.mono_left nhdsWithin_le_nhds
    · filter_upwards [self_mem_nhdsWithin] with R hR
      exact Set.mem_Ioi.2 (pow_pos (Set.mem_Ioi.1 hR) p)
  have hlim : -((∑ i, w i * (2 * g 0 * (g' * r i ^ p))) / g 0 ^ 2) =
      -2 * g' / g 0 * ∑ i, w i * r i ^ p := by
    have h : ∑ i, w i * (2 * g 0 * (g' * r i ^ p)) =
        2 * g 0 * g' * ∑ i, w i * r i ^ p := by
      rw [Finset.mul_sum]
      exact Finset.sum_congr rfl (fun i _ => by ring)
    rw [h]
    field_simp
  have hz : ∑ i, w i * g 0 ^ 2 = g 0 ^ 2 := by
    rw [← Finset.sum_mul, hw, one_mul]
  -- the slope in `s` is the reduction divided by `R ^ p`
  rw [← hlim]
  refine (hs.comp hpow).congr (fun R => ?_)
  simp only [Function.comp_apply, slope_def_field, darwinReduction, zero_mul, mul_pow,
    zero_pow hp, hz, div_self (pow_ne_zero 2 h0), sub_self, sub_zero]
```

## A nuclear cusp gives a linear reduction

An s orbital in the field of a point charge \(Z\) obeys the cusp condition \(\varphi'(0^+)=-Z\varphi(0)\), which balances the Coulomb singularity against the kinetic energy at the nucleus. Here the condition is a hypothesis and is not derived from a Schrödinger equation. Taking \(p=1\), \(g=\varphi\) and \(g'=-Z\varphi(0)\) gives

\[
\frac{D_\varphi(R)}{R}\longrightarrow-\frac{2(-Z\varphi(0))}{\varphi(0)}\sum_iw_ir_i=2Z\sum_iw_ir_i .
\]

The proof is this substitution, with the factor \(\varphi(0)\) cancelled in `e`.

```lean
/-- Let an orbital be nonzero at the nucleus, with the cusp `φ'(0+) = -Z φ(0)`. For charge fractions
of sum one at nonnegative radii, its Darwin reduction divided by `R` tends to `2 Z` times the mean
charge radius `∑ w r` as `R → 0+`. -/
theorem cusp_linear {w r : ι → ℝ} {φ : ℝ → ℝ} {Z : ℝ}
    (hφ : HasDerivWithinAt φ (-Z * φ 0) (Set.Ici 0) 0) (h0 : φ 0 ≠ 0)
    (hw : ∑ i, w i = 1) (hr : ∀ i, 0 ≤ r i) :
    Tendsto (fun R => darwinReduction φ w r R / R) (𝓝[>] 0)
      (𝓝 (2 * Z * ∑ i, w i * r i)) := by
  have h := reduction_power_law hφ h0 one_ne_zero hw hr
  have e : -2 * (-Z * φ 0) / φ 0 = 2 * Z := by
    rw [div_eq_iff h0]
    ring
  rw [e] at h
  simp only [pow_one] at h
  exact h
```

The moment that enters is the mean charge radius. Inserting the root-mean-square radius, the more familiar measure of nuclear size, is an error that a single shell does not reveal, because the two then agree. With half the charge at \(r=0\) and half at \(r=1\), the mean is \(0.5\) and the root mean square is about \(0.71\), so the linear coefficient would come out too large by some 40 per cent.

## A Gaussian contraction gives a quadratic law

For the contraction \(\chi\), take \(p=2\) and \(g(s)=\sum_kc_ke^{-\alpha_ks}\). Then \(g(0)=\sum_kc_k\) and \(g'=-\sum_kc_k\alpha_k\), so

\[
\frac{D_\chi(R)}{R^2}\longrightarrow
\frac{2\sum_kc_k\alpha_k}{\sum_kc_k}\sum_iw_ir_i^2 .
\]

The hypothesis `hc` says that the orbital does not vanish at the nucleus. With coefficients of mixed sign the limit may be negative or zero; in the latter case the reduction is smaller than quadratic.

The proof differentiates each primitive in `hk`, adds the derivatives in `hg`, and applies the general law.

```lean
/-- Let a contracted Gaussian orbital be nonzero at the nucleus. For charge fractions of sum one at
nonnegative radii, its Darwin reduction divided by `R ^ 2` tends to `2 (∑ c α) / (∑ c)` times the
mean square charge radius `∑ w r ^ 2` as `R → 0+`. -/
theorem gaussian_quadratic {w r : ι → ℝ} {c α : κ → ℝ} (hc : ∑ k, c k ≠ 0)
    (hw : ∑ i, w i = 1) (hr : ∀ i, 0 ≤ r i) :
    Tendsto (fun R => darwinReduction (gaussianOrbital c α) w r R / R ^ 2) (𝓝[>] 0)
      (𝓝 (2 * (∑ k, c k * α k) / (∑ k, c k) * ∑ i, w i * r i ^ 2)) := by
  have hk : ∀ k ∈ Finset.univ,
      HasDerivAt (fun s : ℝ => c k * Real.exp (-α k * s)) (-(c k * α k)) 0 := by
    intro k _
    exact (((hasDerivAt_id (0 : ℝ)).const_mul (-α k)).exp.const_mul (c k)).congr_deriv
      (by simp)
  have hg : HasDerivAt (fun s : ℝ => ∑ k, c k * Real.exp (-α k * s))
      (-∑ k, c k * α k) 0 :=
    (HasDerivAt.fun_sum hk).congr_deriv (by rw [Finset.sum_neg_distrib])
  have h := reduction_power_law hg.hasDerivWithinAt (by simpa using hc) two_ne_zero hw hr
  simp only [mul_zero, Real.exp_zero, mul_one, neg_mul_neg] at h
  exact h
```

## The Gaussian reduction becomes negligible beside the cusp reduction

Let \(Z>0\), let the mean radius \(\sum_iw_ir_i\) be positive, and fix \(\varepsilon>0\). Dividing both reductions by \(R\) gives

\[
\frac{|D_\chi(R)|}{R}=\left|\frac{D_\chi(R)}{R^2}\,R\right|\longrightarrow0,
\qquad
\frac{\varepsilon D_\varphi(R)}{R}\longrightarrow2\varepsilon Z\sum_iw_ir_i>0 .
\]

The difference of the second and the first is therefore positive for all sufficiently small \(R>0\). Multiplication by \(R\) gives

\[
|D_\chi(R)|<\varepsilon D_\varphi(R).
\]

The quantifier `∀ᶠ R in 𝓝[>] 0` means that the inequality holds on some interval \(0<R<R_0\). The threshold \(R_0\) may depend on \(\varepsilon\), the two orbitals and the charge distribution, and the theorem gives no value for it. If all the charge sat at the centre, both reductions would be zero and the strict inequality would fail.

In the proof, `h` is the limit of the difference and `hpos` its positivity; the remaining lines restore the factor \(R\).

```lean
/-- Gaussians miss the linear nuclear-size effect: for `Z > 0` and charge fractions of sum one at
nonnegative radii with positive mean charge radius, the absolute value of the Darwin reduction of a
Gaussian contraction falls below any fraction `ε > 0` of that of an orbital with the nuclear cusp as
`R → 0+`, both orbitals being nonzero at the nucleus. -/
theorem gaussian_misses_linear_reduction {w r : ι → ℝ} {φ : ℝ → ℝ} {Z ε : ℝ} {c α : κ → ℝ}
    (hφ : HasDerivWithinAt φ (-Z * φ 0) (Set.Ici 0) 0) (h0 : φ 0 ≠ 0) (hZ : 0 < Z)
    (hc : ∑ k, c k ≠ 0) (hw : ∑ i, w i = 1) (hr : ∀ i, 0 ≤ r i)
    (hm : 0 < ∑ i, w i * r i) (hε : 0 < ε) :
    ∀ᶠ R in 𝓝[>] 0,
      |darwinReduction (gaussianOrbital c α) w r R| < ε * darwinReduction φ w r R := by
  have hid : Tendsto (fun R : ℝ => R) (𝓝[>] 0) (𝓝 0) :=
    tendsto_id.mono_left nhdsWithin_le_nhds
  have hG := gaussian_quadratic (α := α) hc hw hr
  -- after division by `R` the cusp part survives and the Gaussian part vanishes
  have h := ((cusp_linear hφ h0 hw hr).const_mul ε).sub (hG.mul hid).abs
  rw [mul_zero, abs_zero, sub_zero] at h
  have hpos : 0 < ε * (2 * Z * ∑ i, w i * r i) :=
    mul_pos hε (mul_pos (by linarith) hm)
  filter_upwards [h.eventually (lt_mem_nhds hpos), self_mem_nhdsWithin] with R h1 hR
  have hR' : 0 < R := hR
  have e : darwinReduction (gaussianOrbital c α) w r R / R ^ 2 * R =
      darwinReduction (gaussianOrbital c α) w r R / R := by
    field_simp
  rw [e, abs_div, abs_of_pos hR', ← mul_div_assoc, ← sub_div] at h1
  have h2 := mul_pos h1 hR'
  rw [div_mul_cancel₀ _ hR'.ne'] at h2
  linarith
```

For perturbative Darwin corrections in electronic-structure work, this means that a fixed Gaussian contraction gives the wrong leading power of the nuclear size in this fixed-orbital shell model. At a given nuclear size, the numerical effect depends on the exponents and the contraction coefficients.

To apply the model to a given contraction, one evaluates the contraction at the shell radii and at the origin, and subtracts the weighted ratio of squares from one. Take a single shell of radius \(10^{-4}\) bohr and \(Z=80\). These numbers only illustrate the scaling, since a first-order relativistic correction is not quantitatively reliable for so heavy an atom. The linear estimate for a cusped orbital is \(2ZR=0.016\). One Gaussian with exponent \(a=10^4\) has the leading reduction \(2aR^2=2\times10^{-4}\), far too small. With \(a=8\times10^5\) the leading reduction is again \(0.016\), so a steep function can reproduce the loss at one radius while still following the wrong power law.

## The explicit limits for \(e^{-Zx}\) and \(e^{-ax^2}\)

Both functions have the form \(e^{-bx^p}\), which equals one at the origin. Squaring doubles the exponent, so

\[
D(R)=1-\sum_iw_i e^{-2bR^pr_i^p}.
\]

```lean
/-- For the orbital `exp (-b x ^ p)` with `p ≠ 0`, the Darwin reduction is one minus the
charge average of `exp (-2 b x ^ p)`. -/
theorem reduction_exp (w r : ι → ℝ) (b : ℝ) {p : ℕ} (hp : p ≠ 0) (R : ℝ) :
    darwinReduction (fun x => Real.exp (-b * x ^ p)) w r R =
      1 - ∑ i, w i * Real.exp (-2 * b * R ^ p * r i ^ p) := by
  have hsq : ∀ y : ℝ, Real.exp y ^ 2 = Real.exp (2 * y) := by
    intro y
    rw [two_mul, Real.exp_add, pow_two]
  simp only [darwinReduction, hsq, zero_pow hp, mul_zero, Real.exp_zero, one_pow, div_one]
  congr 1
  refine Finset.sum_congr rfl (fun i _ => ?_)
  congr 2
  ring
```

For \(g(s)=e^{-bs}\) one has \(g(0)=1\) and \(g'=-b\), and the general law gives \(D(R)/R^p\to2b\sum_iw_ir_i^p\). The choices \((b,p)=(Z,1)\) and \((a,2)\) yield

\[
\frac{1-\sum_iw_ie^{-2ZRr_i}}{R}\to2Z\sum_iw_ir_i,
\qquad
\frac{1-\sum_iw_ie^{-2aR^2r_i^2}}{R^2}\to2a\sum_iw_ir_i^2 .
\]

The first orbital is a 1s Slater function whose exponent, usually written \(\zeta\), is set equal to the nuclear charge. The theorem holds for all real \(Z\) and \(a\); positive values are the physical case. Its proof establishes the common statement `key` once and uses it for both powers.

```lean
/-- For charge fractions of sum one at nonnegative radii, the reduction for `exp (-Z x)` is
linear in `R` with coefficient `2 Z ∑ w r`, and that for `exp (-a x ^ 2)` is quadratic with
coefficient `2 a ∑ w r ^ 2`, to leading order as `R → 0+`. -/
theorem slater_and_gaussian_limits {w r : ι → ℝ} (Z a : ℝ)
    (hw : ∑ i, w i = 1) (hr : ∀ i, 0 ≤ r i) :
    Tendsto (fun R => (1 - ∑ i, w i * Real.exp (-2 * Z * R * r i)) / R) (𝓝[>] 0)
        (𝓝 (2 * Z * ∑ i, w i * r i)) ∧
      Tendsto (fun R => (1 - ∑ i, w i * Real.exp (-2 * a * R ^ 2 * r i ^ 2)) / R ^ 2)
        (𝓝[>] 0) (𝓝 (2 * a * ∑ i, w i * r i ^ 2)) := by
  have key : ∀ (b : ℝ) (p : ℕ), p ≠ 0 →
      Tendsto (fun R => (1 - ∑ i, w i * Real.exp (-2 * b * R ^ p * r i ^ p)) / R ^ p)
        (𝓝[>] 0) (𝓝 (2 * b * ∑ i, w i * r i ^ p)) := by
    intro b p hp
    have hd : HasDerivAt (fun s : ℝ => Real.exp (-b * s)) (-b) 0 :=
      (((hasDerivAt_id (0 : ℝ)).const_mul (-b)).exp).congr_deriv (by simp)
    have h := reduction_power_law hd.hasDerivWithinAt (Real.exp_ne_zero _) hp hw hr
    simp only [reduction_exp w r b hp, mul_zero, Real.exp_zero, div_one, neg_mul_neg] at h
    exact h
  exact ⟨by simpa only [pow_one] using key Z 1 one_ne_zero, key a 2 two_ne_zero⟩
```

## The linear estimate bounds the Slater reduction from above

For the Slater function there is also a statement at finite nuclear size. The exponential lies above its tangent at zero, so \(e^{-2ZRr_i}\ge1-2ZRr_i\). Multiplying by \(w_i\ge0\) and summing gives

\[
\sum_iw_ie^{-2ZRr_i}\ge1-2ZR\sum_iw_ir_i,
\]

and therefore

\[
D(R)\le2ZR\sum_iw_ir_i .
\]

This is the one place where the charge fractions must be nonnegative, since a negative weight would reverse its own inequality. In the proof, `h` is the weighted tangent inequality and `e2` evaluates the sum of the tangents.

```lean
/-- For nonnegative charge fractions of sum one, the linear estimate `2 Z R ∑ w r` is an upper
bound on the Darwin reduction of the orbital `exp (-Z x)` at every `R`. -/
theorem slater_reduction_le {w r : ι → ℝ} (Z R : ℝ) (hw0 : ∀ i, 0 ≤ w i)
    (hw : ∑ i, w i = 1) :
    darwinReduction (fun x => Real.exp (-Z * x)) w r R ≤ 2 * Z * R * ∑ i, w i * r i := by
  have e := reduction_exp w r Z one_ne_zero R
  simp only [pow_one] at e
  rw [e]
  -- the exponential lies above its tangent
  have h : ∑ i, w i * (1 - 2 * Z * R * r i) ≤ ∑ i, w i * Real.exp (-2 * Z * R * r i) :=
    Finset.sum_le_sum (fun i _ => mul_le_mul_of_nonneg_left
      (by have := Real.add_one_le_exp (-2 * Z * R * r i); linarith) (hw0 i))
  have e2 : ∑ i, w i * (1 - 2 * Z * R * r i) = 1 - 2 * Z * R * ∑ i, w i * r i := by
    simp only [mul_sub, mul_one, Finset.sum_sub_distrib, hw, Finset.mul_sum]
    congr 1
    exact Finset.sum_congr rfl (fun i _ => by ring)
  linarith

end

end DarwinFiniteNucleus
```

```lean
#print axioms DarwinFiniteNucleus.gaussian_misses_linear_reduction
-- 'DarwinFiniteNucleus.gaussian_misses_linear_reduction' depends on axioms: [propext, Classical.choice, Quot.sound]
#print axioms DarwinFiniteNucleus.slater_and_gaussian_limits
-- 'DarwinFiniteNucleus.slater_and_gaussian_limits' depends on axioms: [propext, Classical.choice, Quot.sound]
#print axioms DarwinFiniteNucleus.slater_reduction_le
-- 'DarwinFiniteNucleus.slater_reduction_le' depends on axioms: [propext, Classical.choice, Quot.sound]
```
